# Adding k non-interacting bosons to a mode of energy ε at inverse temperature b multiplies the Boltzmann weight by exp(−kbε)

For non-interacting bosons in a finite set of modes, a configuration with occupation numbers n_i has energy ∑ n_i e_i and unnormalised Boltzmann weight exp(−b ∑ n_i e_i), where b and the mode energies e_i are any real numbers. The lemma `weight_add_single` states that adding k bosons to mode j multiplies this weight by exp(−k b e_j). The attempt first shows in `hs` that the added bosons contribute energy k e_j, then in `h` that the new total energy is the old one plus k e_j. It finishes by combining the exponentials and comparing their exponents with `ring`.

As first written in Lean, the proof fails:

```lean
import Mathlib

open Finset

namespace WeightAddSingle

noncomputable section

variable {ι : Type*} [Fintype ι] [DecidableEq ι]

/-- The Boltzmann weight `exp (-b E)` of a configuration with energy `E = ∑ n_i e_i`. -/
def weight (b : ℝ) (e : ι → ℝ) (n : ι → ℕ) : ℝ :=
  Real.exp (-b * ∑ i, (n i : ℝ) * e i)

/-- Adding `k` bosons to mode `j` multiplies the Boltzmann weight by `exp (-k b e_j)`. -/
theorem weight_add_single (b : ℝ) (e : ι → ℝ) (n : ι → ℕ) (j : ι) (k : ℕ) :
    weight b e (n + Pi.single j k) = Real.exp (-(k * b * e j)) * weight b e n := by
  have hs : ∑ i, ((Pi.single j k : ι → ℕ) i : ℝ) * e i = k * e j := by
    rw [Finset.sum_eq_single j]
    · simp
    · intro i _ hi
      simp [Pi.single_eq_of_ne hi]
    · simp
  have h : ∑ i, ((n + Pi.single j k) i : ℝ) * e i = ∑ i, (n i : ℝ) * e i + k * e j := by
    simp only [Pi.add_apply, Nat.cast_add, add_mul, Finset.sum_add_distrib, hs]
  unfold weight
  rw [h, ← Real.exp_add]
  congr 1
  ring

end

end WeightAddSingle
```

Compiling this gives:

```
Main.lean:24:17: error: Function expected at
  n + Pi.single j ?m.103
but this term has type
  ?m.106

Note: Expected a function because this term is being applied to the argument
  i
```

Diagnosis. The error is in the statement of `h`, not in its proof. There `(n + Pi.single j k) i` applies a sum of two functions to the index `i`, so Lean must know that the sum is a function. The message shows that its type was still an undetermined placeholder, `?m.106`, when Lean came to apply it. The outer `: ℝ` does not help, since it describes the value after application to `i`, not the function itself.

The repair writes `(n + Pi.single j k : ι → ℕ) i`. This ascription tells Lean that the sum is a function from modes to natural numbers, so it can be applied to `i` and the resulting number cast to `ℝ`. The statement of `hs` already had the same ascription on `Pi.single j k`. The new line break before `=` is mere tidying, and the proof of `h` is unchanged.

The mended proof, as a diff:

```diff
@@ -22,5 +22,6 @@
       simp [Pi.single_eq_of_ne hi]
     · simp
-  have h : ∑ i, ((n + Pi.single j k) i : ℝ) * e i = ∑ i, (n i : ℝ) * e i + k * e j := by
+  have h : ∑ i, ((n + Pi.single j k : ι → ℕ) i : ℝ) * e i
+      = ∑ i, (n i : ℝ) * e i + k * e j := by
     simp only [Pi.add_apply, Nat.cast_add, add_mul, Finset.sum_add_distrib, hs]
   unfold weight
```
